# On a ring of N ≥ 3 wells with tunnelling −s, s > 0, changing one link to +s gives an exactly twofold ground level

A particle tunnels between neighbouring wells on a ring of $N\ge 3$ equivalent wells, with one state per well and the well states orthonormal. The amplitude is $-s$ with $s>0$ on every link except one, which carries $+s$. Measured from the common well energy and counted with multiplicity, the energies are

$$E_m=-2s\cos\frac{(2m+1)\pi}{N},\qquad m=0,\dots,N-1,$$

and the lowest, $E_0=-2s\cos(\pi/N)$, has exactly two independent states.

The reversed link represents a geometric phase of $\pi$: the electronic state that accompanies the motion returns with the opposite sign after one circuit. For $N=3$ this models a Jahn–Teller molecule that tunnels between three equivalent distortions and whose electronic state changes sign on the circuit through them. The levels are then a doublet at $-s$ and, above it, a singlet at $2s$.

## The ring and its waves

In Lean 4 with Mathlib:

```lean
import Mathlib

open Matrix
open scoped Real

namespace FrustratedWellRing

noncomputable section
```

Number the wells $0,\dots,N-1$ and put the zero of energy at the common well energy. The Hamiltonian $H$ is then an $N\times N$ matrix over an orthonormal basis of well states. Its reversed link joins well $N-1$ to well $0$; another position only renumbers the wells. The reduction of the continuous motion to this matrix, sign included, is assumed.

```lean
/-- Hamiltonian of `N ≥ 3` wells on a ring: neighbouring wells are coupled by `-s`,
except that the link between the last and the first well carries `+s`. -/
def hamiltonian (N : ℕ) (s : ℝ) : Matrix (Fin N) (Fin N) ℂ := fun i j =>
  if i.val + 1 = j.val ∨ j.val + 1 = i.val then -(s : ℂ)
  else if (i.val + 1 = N ∧ j.val = 0) ∨ (j.val + 1 = N ∧ i.val = 0) then (s : ℂ)
  else 0
```

Try waves that gain the same phase $\theta_m$ from each well to the next, and require a change of sign after $N$ steps. This gives $\theta_m=(2m+1)\pi/N$. The label $m$ orders the phase advances, not the energies.

```lean
/-- The phase advance per well, `(2m+1)π/N`, for `N ≥ 1`. -/
def angle (N m : ℕ) : ℝ := (2 * m + 1) * π / N

/-- The level `-2s cos((2m+1)π/N)`, for `N ≥ 1`. -/
def energy (N : ℕ) (s : ℝ) (m : ℕ) : ℝ := -2 * s * Real.cos (angle N m)
```

Write $z_m=e^{i\theta_m}$. In the code, `phase` is this complex factor and `angle` is $\theta_m$.

```lean
/-- The phase factor `exp(i(2m+1)π/N)` gained from one well to the next, for `N ≥ 1`. -/
def phase (N m : ℕ) : ℂ := Complex.exp ((angle N m : ℂ) * Complex.I)
```

The wave has amplitude $z_m^j$ in well $j$. It is unnormalised; the normalised amplitude is $z_m^j/\sqrt N$.

```lean
/-- The wave whose amplitude in well `j` is the `j`-th power of the phase factor. -/
def wave (N m : ℕ) : Fin N → ℂ := fun j => phase N m ^ j.val
```

Collect the waves as the columns of a matrix $W$, with $W_{jm}=z_m^j$.

```lean
/-- The matrix whose columns are the waves `m = 0, ..., N-1`. -/
def waves (N : ℕ) : Matrix (Fin N) (Fin N) ℂ := fun j m => wave N m j
```

## The sign change after one circuit

By definition $N\theta_m=(2m+1)\pi$.

```lean
lemma angle_mul {N : ℕ} (hN : 0 < N) (m : ℕ) : (N : ℝ) * angle N m = (2 * m + 1) * π := by
  have h : (N : ℝ) ≠ 0 := by positivity
  unfold angle
  field_simp
```

Hence $z_m^N=e^{2\pi i m}e^{i\pi}=-1$.

```lean
/-- Once around a ring of `N ≥ 1` wells, each wave changes sign. -/
theorem phase_pow {N : ℕ} (hN : 0 < N) (m : ℕ) : phase N m ^ N = -1 := by
  have h : (N : ℂ) * (angle N m : ℂ) = (2 * m + 1) * π := by exact_mod_cast angle_mul hN m
  have e : (N : ℂ) * ((angle N m : ℂ) * Complex.I)
      = m * (2 * π * Complex.I) + π * Complex.I := by
    linear_combination Complex.I * h
  rw [phase, ← Complex.exp_nat_mul, e, Complex.exp_add, Complex.exp_nat_mul_two_pi_mul_I,
    Complex.exp_pi_mul_I, one_mul]
```

Different labels give different factors. If $z_m=z_k$, then $\theta_m=\theta_k+2\pi q$ for an integer $q$. Multiplying by $N$ and dividing by $2\pi$ gives $m=k+Nq$. Both labels lie between $0$ and $N-1$, so $q=0$; the three cases in the code are the possible signs of $q$.

```lean
lemma phase_inj {N m k : ℕ} (hm : m < N) (hk : k < N) (h : phase N m = phase N k) :
    m = k := by
  obtain ⟨q, hq⟩ := Complex.exp_eq_exp_iff_exists_int.mp h
  have hc : (angle N m : ℂ) = angle N k + q * (2 * π) :=
    mul_right_cancel₀ Complex.I_ne_zero (by linear_combination hq)
  have hr : angle N m = angle N k + q * (2 * π) := by exact_mod_cast hc
  have a1 := angle_mul (by omega : 0 < N) m
  have a2 := angle_mul (by omega : 0 < N) k
  have h3 : (m : ℝ) = k + N * q := by
    apply mul_right_cancel₀ (by positivity : 2 * π ≠ 0)
    linear_combination (N : ℝ) * hr - a1 + a2
  have h4 : (m : ℤ) = k + N * q := by exact_mod_cast h3
  -- both labels lie in one period, so the winding number q vanishes
  rcases lt_trichotomy q 0 with h0 | h0 | h0
  · have : (N : ℤ) * q ≤ N * (-1) := mul_le_mul_of_nonneg_left (by omega) (by omega)
    omega
  · rw [h0, mul_zero] at h4
    omega
  · have : (N : ℤ) * 1 ≤ N * q := mul_le_mul_of_nonneg_left (by omega) (by omega)
    omega
```

## Each wave solves the Schrödinger equation

Since $2\cos\theta_m=z_m+z_m^{-1}$, the energy is $E_m=-s(z_m+z_m^{-1})$.

```lean
lemma energy_eq (N : ℕ) (s : ℝ) (m : ℕ) :
    (energy N s m : ℂ) = -(s : ℂ) * (phase N m + (phase N m)⁻¹) := by
  have h : Complex.exp (-(angle N m : ℂ) * Complex.I)
      = (Complex.exp ((angle N m : ℂ) * Complex.I))⁻¹ := by rw [neg_mul, Complex.exp_neg]
  simp only [energy, phase]
  push_cast
  rw [Complex.cos, h]
  ring
```

Now apply $H$, writing $z$ for $z_m$. In an inner well $j$,

$$-s(z^{j-1}+z^{j+1})=E_m z^j.$$

At the ends of the reversed link, $z^N=-1$ supplies the missing sign:

$$-sz+sz^{N-1}=-s(z+z^{-1})=E_m,$$
$$-sz^{N-2}+s=-s(z^{N-2}+z^N)=E_m z^{N-1}.$$

In the code, `near`, `wrap` and `far` read off the matrix elements, and `pair` reduces the sum over wells to the two neighbours. Each `linear_combination` then does one of these three calculations, using $z^N=-1$ and $zz^{-1}=1$.

```lean
/-- For `N ≥ 3`, each wave solves the stationary Schrödinger equation with energy
`-2s cos((2m+1)π/N)`. -/
theorem hamiltonian_wave {N : ℕ} (hN : 3 ≤ N) (s : ℝ) (m : ℕ) :
    hamiltonian N s *ᵥ wave N m = (energy N s m : ℂ) • wave N m := by
  obtain ⟨n, rfl⟩ : ∃ n, N = n + 3 := ⟨N - 3, by omega⟩
  have hz := phase_pow (by omega : 0 < n + 3) m
  have hw : phase (n + 3) m * (phase (n + 3) m)⁻¹ = 1 :=
    mul_inv_cancel₀ (Complex.exp_ne_zero _)
  funext i
  simp only [Matrix.mulVec, dotProduct, Pi.smul_apply, smul_eq_mul, wave]
  rw [energy_eq]
  generalize (phase (n + 3) m)⁻¹ = w at hw ⊢
  generalize phase (n + 3) m = z at hz hw ⊢
  have near : ∀ i j : Fin (n + 3), (i.val + 1 = j.val ∨ j.val + 1 = i.val) →
      hamiltonian (n + 3) s i j = -(s : ℂ) := fun i j h => if_pos h
  have wrap : ∀ i j : Fin (n + 3),
      ((i.val + 1 = n + 3 ∧ j.val = 0) ∨ (j.val + 1 = n + 3 ∧ i.val = 0)) →
      hamiltonian (n + 3) s i j = (s : ℂ) := fun i j h => by
    have h' : ¬(i.val + 1 = j.val ∨ j.val + 1 = i.val) := by omega
    exact (if_neg h').trans (if_pos h)
  have far : ∀ i j : Fin (n + 3), ¬(i.val + 1 = j.val ∨ j.val + 1 = i.val) →
      ¬((i.val + 1 = n + 3 ∧ j.val = 0) ∨ (j.val + 1 = n + 3 ∧ i.val = 0)) →
      hamiltonian (n + 3) s i j = 0 := fun i j h h' => (if_neg h).trans (if_neg h')
  -- only the two neighbours a and b of a well contribute
  have pair : ∀ a b : Fin (n + 3), a.val ≠ b.val →
      (∀ x : Fin (n + 3), x.val ≠ a.val → x.val ≠ b.val → hamiltonian (n + 3) s i x = 0) →
      ∑ x, hamiltonian (n + 3) s i x * z ^ x.val
        = hamiltonian (n + 3) s i a * z ^ a.val + hamiltonian (n + 3) s i b * z ^ b.val :=
    fun a b hab h => Fintype.sum_eq_add a b (fun e => hab (congrArg Fin.val e))
      (fun x hx => by
        rw [h x (fun e => hx.1 (Fin.ext e)) (fun e => hx.2 (Fin.ext e)), zero_mul])
  by_cases h0 : i.val = 0
  · obtain ⟨a, ha⟩ : ∃ a : Fin (n + 3), a.val = 1 := ⟨⟨1, by omega⟩, rfl⟩
    obtain ⟨b, hb⟩ : ∃ b : Fin (n + 3), b.val = n + 2 := ⟨⟨n + 2, by omega⟩, rfl⟩
    rw [pair a b (by omega) (fun x _ _ => far i x (by omega) (by omega)),
      near i a (by omega), wrap i b (by omega), ha, hb, h0]
    linear_combination (s : ℂ) * w * hz - (s : ℂ) * z ^ (n + 2) * hw
  by_cases hl : i.val = n + 2
  · obtain ⟨a, ha⟩ : ∃ a : Fin (n + 3), a.val = n + 1 := ⟨⟨n + 1, by omega⟩, rfl⟩
    obtain ⟨b, hb⟩ : ∃ b : Fin (n + 3), b.val = 0 := ⟨⟨0, by omega⟩, rfl⟩
    rw [pair a b (by omega) (fun x _ _ => far i x (by omega) (by omega)),
      near i a (by omega), wrap i b (by omega), ha, hb, hl]
    linear_combination (s : ℂ) * hz + (s : ℂ) * z ^ (n + 1) * hw
  · obtain ⟨k, hk⟩ : ∃ k, i.val = k + 1 := ⟨i.val - 1, by omega⟩
    obtain ⟨a, ha⟩ : ∃ a : Fin (n + 3), a.val = k := ⟨⟨k, by omega⟩, rfl⟩
    obtain ⟨b, hb⟩ : ∃ b : Fin (n + 3), b.val = k + 2 := ⟨⟨k + 2, by omega⟩, rfl⟩
    rw [pair a b (by omega) (fun x _ _ => far i x (by omega) (by omega)),
      near i a (by omega), near i b (by omega), ha, hb, hk]
    linear_combination (s : ℂ) * z ^ k * hw
```

## The waves account for the whole spectrum

$W$ is a transposed Vandermonde matrix, so its determinant is the product of the differences $z_m-z_k$ over $k<m$. These are all nonzero.

```lean
lemma det_waves (N : ℕ) : (waves N).det ≠ 0 := by
  have h : waves N = (Matrix.vandermonde fun m : Fin N => phase N m)ᵀ := by
    ext j m
    rfl
  rw [h, Matrix.det_transpose, Matrix.det_vandermonde_ne_zero_iff]
  exact fun a b hab => Fin.ext (phase_inj a.isLt b.isLt hab)
```

With $D=\mathrm{diag}(E_0,\dots,E_{N-1})$, the wave equations together read $HW=WD$.

```lean
lemma hamiltonian_mul_waves {N : ℕ} (hN : 3 ≤ N) (s : ℝ) :
    hamiltonian N s * waves N
      = waves N * Matrix.diagonal (fun m : Fin N => (energy N s m : ℂ)) := by
  ext j m
  rw [Matrix.mul_diagonal]
  exact (congrFun (hamiltonian_wave hN s m) j).trans (mul_comm _ _)
```

Therefore $(x-H)W=W(x-D)$. Taking determinants and cancelling $\det W$ gives

$$\det(x-H)=\prod_{m=0}^{N-1}(x-E_m).$$

```lean
/-- For `N ≥ 3`, the secular determinant factorises over the levels
`-2s cos((2m+1)π/N)`, `m = 0, ..., N-1`. -/
theorem secular_determinant {N : ℕ} (hN : 3 ≤ N) (s : ℝ) (x : ℂ) :
    (x • (1 : Matrix (Fin N) (Fin N) ℂ) - hamiltonian N s).det
      = ∏ m : Fin N, (x - (energy N s m : ℂ)) := by
  have h : (x • (1 : Matrix (Fin N) (Fin N) ℂ) - hamiltonian N s) * waves N
      = waves N * Matrix.diagonal (fun m : Fin N => x - (energy N s m : ℂ)) := by
    rw [Matrix.sub_mul, Matrix.smul_mul, Matrix.one_mul, hamiltonian_mul_waves hN]
    ext j m
    rw [Matrix.sub_apply, Matrix.smul_apply, Matrix.mul_diagonal, Matrix.mul_diagonal,
      smul_eq_mul]
    ring
  have hd := congrArg Matrix.det h
  rw [Matrix.det_mul, Matrix.det_mul, Matrix.det_diagonal] at hd
  exact mul_right_cancel₀ (det_waves N) (hd.trans (mul_comm _ _))
```

Any state can be written $\psi=Wc$ with $c=W^{-1}\psi$. If $H\psi=\mu\psi$, then $W(Dc-\mu c)=0$, so $(E_m-\mu)c_m=0$ for every $m$. Only waves of energy $\mu$ contribute.

```lean
/-- For `N ≥ 3`, every solution of `Hψ = μψ` is a superposition of waves
whose energy is `μ`. -/
theorem eigenstate_expansion {N : ℕ} (hN : 3 ≤ N) (s : ℝ) (μ : ℂ) (ψ : Fin N → ℂ)
    (hψ : hamiltonian N s *ᵥ ψ = μ • ψ) :
    ∃ c : Fin N → ℂ, ψ = ∑ m : Fin N, c m • wave N m ∧
      ∀ m : Fin N, c m ≠ 0 → (energy N s m : ℂ) = μ := by
  obtain ⟨c, hc⟩ : ∃ c, waves N *ᵥ c = ψ := ⟨(waves N)⁻¹ *ᵥ ψ, by
    rw [Matrix.mulVec_mulVec, Matrix.mul_nonsing_inv _ (isUnit_iff_ne_zero.mpr (det_waves N)),
      Matrix.one_mulVec]⟩
  refine ⟨c, ?_, fun m hm => ?_⟩
  · funext j
    have e : ψ j = ∑ m, waves N j m * c m := (congrFun hc j).symm
    rw [e, Finset.sum_apply]
    exact Finset.sum_congr rfl fun m _ => mul_comm _ _
  · -- compare coefficients of the independent waves
    have h : waves N *ᵥ
        (Matrix.diagonal (fun m : Fin N => (energy N s m : ℂ)) *ᵥ c - μ • c) = 0 := by
      rw [Matrix.mulVec_sub, Matrix.mulVec_smul, Matrix.mulVec_mulVec,
        ← hamiltonian_mul_waves hN, ← Matrix.mulVec_mulVec, hc, hψ, sub_self]
    have h' := congrFun (Matrix.eq_zero_of_mulVec_eq_zero (det_waves N) h) m
    simp only [Pi.sub_apply, Pi.smul_apply, Matrix.mulVec_diagonal, smul_eq_mul,
      Pi.zero_apply] at h'
    exact mul_right_cancel₀ hm (sub_eq_zero.mp h')
```

## Which levels lie lowest

Set $a=(m+1)\pi/N$ and $b=m\pi/N$, so that $\theta_m=a+b$ and $\theta_0=a-b$. Then

$$E_m-E_0=2s[\cos(a-b)-\cos(a+b)]=4s\sin\frac{m\pi}{N}\sin\frac{(m+1)\pi}{N}.$$

```lean
/-- The excitation energy from level `0` to level `m` is
`4s sin(mπ/N) sin((m+1)π/N)`. -/
theorem excitation_energy (N : ℕ) (s : ℝ) (m : ℕ) :
    energy N s m - energy N s 0
      = 4 * s * Real.sin (m * π / N) * Real.sin ((m + 1) * π / N) := by
  have h1 : angle N m = (m + 1) * π / N + m * π / N := by
    unfold angle
    ring
  have h2 : angle N 0 = (m + 1) * π / N - m * π / N := by
    unfold angle
    push_cast
    ring
  rw [energy, energy, h1, h2, Real.cos_add, Real.cos_sub]
  ring
```

For $0<k<N$ the angle $k\pi/N$ lies strictly between $0$ and $\pi$, so its sine is positive.

```lean
lemma sin_pos_of_lt {N k : ℕ} (hk : 0 < k) (hkN : k < N) : 0 < Real.sin (k * π / N) := by
  have hN : (0 : ℝ) < N := by exact_mod_cast hk.trans hkN
  have hk' : (0 : ℝ) < k := by exact_mod_cast hk
  have h : (k : ℝ) < N := by exact_mod_cast hkN
  apply Real.sin_pos_of_pos_of_lt_pi (by positivity)
  rw [div_lt_iff₀ hN]
  nlinarith [Real.pi_pos]
```

The first sine vanishes at $m=0$ and the second at $m=N-1$. For every other label both are positive, and with $s>0$ so is the excitation energy.

```lean
/-- For `s > 0`, no level `m < N` lies below level `0`, and only `m = 0` and `m = N-1`
have the energy of level `0`. -/
theorem lowest_levels {N m : ℕ} {s : ℝ} (hs : 0 < s) (hm : m < N) :
    energy N s 0 ≤ energy N s m ∧
      (energy N s m = energy N s 0 ↔ m = 0 ∨ m = N - 1) := by
  have hx := excitation_energy N s m
  by_cases h : m = 0 ∨ m = N - 1
  · have e : energy N s m = energy N s 0 := by
      rcases h with h | h
      · rw [h]
      · have h1 : (m : ℝ) + 1 = N := by exact_mod_cast (by omega : m + 1 = N)
        have hN : (N : ℝ) ≠ 0 := by
          have : N ≠ 0 := by omega
          exact_mod_cast this
        rw [h1, mul_div_cancel_left₀ _ hN, Real.sin_pi, mul_zero] at hx
        linarith
    exact ⟨e.ge, fun _ => h, fun _ => e⟩
  · have p1 := sin_pos_of_lt (by omega : 0 < m) hm
    have p2 := sin_pos_of_lt (by omega : 0 < m + 1) (by omega : m + 1 < N)
    push_cast at p2
    have p := mul_pos (mul_pos (by linarith : 0 < 4 * s) p1) p2
    refine ⟨by linarith, fun e => ?_, fun h' => absurd h' h⟩
    exfalso
    linarith
```

## The spectrum and the ground doublet

The final theorem has three parts, for every $N\ge3$ and real $s>0$:

- The secular determinant factorises for every complex $x$, which expresses "counted with multiplicity".
- `IsLeast` says that $E_0$ belongs to the set of real $E$ for which $H\psi=E\psi$ has a nonzero solution, and that no member of the set is smaller.
- `Module.finrank` gives the complex dimension of the eigenspace of $E_0$, which is two.

The first part is already proved. For the second, wave $0$ is nonzero because its amplitude in well $0$ is $1$. Any other eigenstate contains some wave $m$ with a nonzero coefficient, so its energy is $E_m\ge E_0$.

For the third, the expansion of a ground state contains only waves $0$ and $N-1$, so these span the eigenspace (`hspan`). They are independent (`hind`): if $\alpha$ times the first plus $\beta$ times the second vanishes, wells $0$ and $1$ give $\alpha+\beta=0$ and $\alpha z_0+\beta z_{N-1}=0$. Hence $\alpha(z_0-z_{N-1})=0$, and $\alpha=\beta=0$.

```lean
/-- For `N ≥ 3` and `s > 0`, the eigenvalues counted with multiplicity are
`-2s cos((2m+1)π/N)`, `m = 0, ..., N-1`; the lowest is the one with `m = 0`, and its
eigenspace has dimension two. -/
theorem spectrum_and_ground_doublet {N : ℕ} (hN : 3 ≤ N) {s : ℝ} (hs : 0 < s) :
    (∀ x : ℂ, (x • (1 : Matrix (Fin N) (Fin N) ℂ) - hamiltonian N s).det
      = ∏ m : Fin N, (x - (energy N s m : ℂ))) ∧
    IsLeast {E : ℝ | ∃ ψ : Fin N → ℂ, ψ ≠ 0 ∧ hamiltonian N s *ᵥ ψ = (E : ℂ) • ψ}
      (energy N s 0) ∧
    Module.finrank ℂ (Module.End.eigenspace (Matrix.toLin' (hamiltonian N s))
      (energy N s 0 : ℂ)) = 2 := by
  refine ⟨secular_determinant hN s, ⟨⟨wave N 0, ?_, hamiltonian_wave hN s 0⟩, ?_⟩, ?_⟩
  · intro h
    have h1 := congrFun h ⟨0, by omega⟩
    simp [wave] at h1
  · rintro E ⟨ψ, hψ0, hψ⟩
    obtain ⟨c, hsum, hc⟩ := eigenstate_expansion hN s _ ψ hψ
    by_contra hlt
    apply hψ0
    rw [hsum]
    refine Finset.sum_eq_zero fun m _ => ?_
    by_cases h : c m = 0
    · rw [h, zero_smul]
    · have hE : energy N s m = E := by exact_mod_cast hc m h
      exact absurd ((lowest_levels hs m.isLt).1.trans_eq hE) hlt
  · -- the ground eigenspace is spanned by the waves m = 0 and m = N - 1
    have hspan : Module.End.eigenspace (Matrix.toLin' (hamiltonian N s)) (energy N s 0 : ℂ)
        = Submodule.span ℂ (Set.range ![wave N 0, wave N (N - 1)]) := by
      apply le_antisymm
      · intro ψ hψ
        rw [Module.End.mem_eigenspace_iff, Matrix.toLin'_apply] at hψ
        obtain ⟨c, hsum, hc⟩ := eigenstate_expansion hN s _ ψ hψ
        rw [hsum]
        refine Submodule.sum_mem _ fun m _ => ?_
        by_cases h : c m = 0
        · rw [h, zero_smul]
          exact Submodule.zero_mem _
        · have hE : energy N s m = energy N s 0 := by exact_mod_cast hc m h
          refine Submodule.smul_mem _ _ (Submodule.subset_span ?_)
          rcases (lowest_levels hs m.isLt).2.mp hE with h | h
          · exact ⟨0, by simp [h]⟩
          · exact ⟨1, by simp [h]⟩
      · rw [Submodule.span_le]
        rintro _ ⟨i, rfl⟩
        rw [SetLike.mem_coe, Module.End.mem_eigenspace_iff, Matrix.toLin'_apply]
        fin_cases i
        · exact hamiltonian_wave hN s 0
        · have h := hamiltonian_wave hN s (N - 1)
          rw [(lowest_levels hs (by omega : N - 1 < N)).2.mpr (Or.inr rfl)] at h
          exact h
    have hind : LinearIndependent ℂ ![wave N 0, wave N (N - 1)] := by
      rw [LinearIndependent.pair_iff]
      intro a b hab
      have h0 := congrFun hab ⟨0, by omega⟩
      have h1 := congrFun hab ⟨1, by omega⟩
      simp only [wave, Pi.add_apply, Pi.smul_apply, smul_eq_mul, Pi.zero_apply, pow_zero,
        pow_one, mul_one] at h0 h1
      have hne : phase N 0 - phase N (N - 1) ≠ 0 := fun e => by
        have := phase_inj (by omega) (by omega) (sub_eq_zero.mp e)
        omega
      have ha : a = 0 := by
        apply (mul_eq_zero.mp _).resolve_right hne
        linear_combination h1 - phase N (N - 1) * h0
      exact ⟨ha, by linear_combination h0 - ha⟩
    rw [hspan, finrank_span_eq_card hind, Fintype.card_fin]

end

end FrustratedWellRing
```

```lean
#print axioms FrustratedWellRing.spectrum_and_ground_doublet
```

```
'FrustratedWellRing.spectrum_and_ground_doublet' depends on axioms: [propext, Classical.choice, Quot.sound]
```

## A negative s can leave a single ground state

The condition $s>0$ can't be relaxed to $s\ne0$. Take $N=3$ and $s=-1$: the levels are $1,-2,1$, and the lowest, $-2$, has only one independent state, with amplitudes $(1,-1,1)/\sqrt3$.
